# For finitely many Fourier components, the second-order Magnus term over a rotor period is the Van Vleck term plus a first-order frame change

To correct the average Hamiltonian of a spinning sample, I take the Fourier components \(H_n\) of \(H(t)=\sum_{|n|\le M}H_n e^{inwt}\) and add commutators divided by the spinning frequency \(w\). My two recipes disagree. With \(\hbar=1\), \(H_0=\sigma_z\), \(H_1=\sigma_+\), \(H_{-1}=\sigma_-\), the Van Vleck formula gives \(\sigma_z/w\), but the Magnus integral over one period gives \((\sigma_z+2\sigma_x)/w\). Is one of them wrong, and do they predict different spectra?

## The extra \(\sigma_x\) is a small rotation of the frame

Both are right. With \(T=2\pi/w\), \(w>0\), and

\[
V=\sum_{n=1}^{M}\frac{[H_n,H_{-n}]}{nw},\qquad S=\sum_{0<|n|\le M}\frac{H_n}{nw},
\]

the Magnus term is

\[
\frac{-i}{2T}\int_0^T\!dt\int_0^t\!ds\,[H(t),H(s)]=V-[S,H_0].
\]

To derive this, expand the commutator. The coefficient of \([H_m,H_n]\) in the double integral is

\[
J_{mn}=\int_0^T e^{imwt}\int_0^t e^{inws}\,ds\,dt .
\]

- If \(n\neq0\), the inner integral is \((e^{inwt}-1)/(inw)\). A phase averages to zero over a period unless its index is zero, so \(J_{mn}=T(\delta_{m+n,0}-\delta_{m,0})/(inw)\).
- If \(n=0\) and \(m\neq0\), integration by parts gives \(J_{m0}=\int_0^T t\,e^{imwt}dt=T/(imw)\).
- If \(m=n=0\), the commutator vanishes.

The prefactor is \(\frac{-i}{2T}\cdot\frac{T}{iw}=-\frac1{2w}\), so the Magnus term equals

\[
-\frac1{2w}\Big(\sum_{n\ne0}\frac{[H_{-n},H_n]}{n}-\sum_{n\ne0}\frac{[H_0,H_n]}{n}+\sum_{m\ne0}\frac{[H_m,H_0]}{m}\Big).
\]

In the first sum, \(n\) and \(-n\) contribute equally, giving \(-2\sum_{n\ge1}[H_n,H_{-n}]/n=-2wV\). The other two terms, signs included, are each \(w[S,H_0]\). The result is \(V-[S,H_0]\).

The product rule identifies the commutator as a frame change:

\[
\frac{d}{d\varepsilon}\Big|_{0}e^{-\varepsilon S}(H_0+\varepsilon V)e^{\varepsilon S}=V-[S,H_0].
\]

Since \(S\) and \(V\) are both of order \(1/w\), the eigenvalues of your two corrected Hamiltonians agree through order \(1/w\) and can differ from order \(1/w^2\) on. In your example these are \(\pm(1+1/w)\) and \(\pm\sqrt{(1+1/w)^2+4/w^2}\). So the predicted line positions agree to that accuracy. Intensities need more care. For a signal sampled once per period from \(t=0\), the Magnus recipe uses the actual initial state and observable. In the Van Vleck recipe, replace each of these, \(X\), by \(e^{S}Xe^{-S}\); otherwise the intensities can be off at order \(1/w\). This comparison is a consequence I draw by hand; the Lean file below proves the two displayed identities and your two-level value.

```lean
import Mathlib

open Complex (I)
open scoped Matrix.Norms.Operator

namespace MagicAngleSpinning

noncomputable section

/-- The rotor phase `exp(i n w t)` of the `n`-th spinning sideband. -/
def phase (w : ℝ) (n : ℤ) (t : ℝ) : ℂ := Complex.exp (I * n * w * t)

/-- The rotor period `2π/w`, for `w ≠ 0`. -/
def period (w : ℝ) : ℝ := 2 * Real.pi / w

/-- The phase of every sideband returns to one after a rotor period. -/
theorem phase_period {w : ℝ} (hw : 0 < w) (n : ℤ) : phase w n (period w) = 1 := by
  have hc : (w : ℂ) ≠ 0 := by exact_mod_cast hw.ne'
  have h : I * n * w * (period w : ℂ) = n * (2 * Real.pi * I) := by
    unfold period
    push_cast
    field_simp
  rw [phase, h, Complex.exp_int_mul_two_pi_mul_I]

/-- For `w > 0` the integral of a sideband phase over a rotor period is the period if `n = 0` and
zero otherwise. -/
theorem integral_phase {w : ℝ} (hw : 0 < w) (n : ℤ) :
    ∫ t in (0 : ℝ)..period w, phase w n t = if n = 0 then (period w : ℂ) else 0 := by
  split_ifs with hn
  · subst hn
    simp [phase]
  · have hc : I * n * w ≠ 0 := by simp [hn, hw.ne']
    have hp := phase_period hw n
    unfold phase at hp ⊢
    rw [integral_exp_mul_complex hc, hp]
    simp

/-- The first moment in time of an oscillating sideband, `n ≠ 0`, over a rotor period. -/
theorem integral_phase_mul_time {w : ℝ} (hw : 0 < w) {n : ℤ} (hn : n ≠ 0) :
    ∫ t in (0 : ℝ)..period w, phase w n t * t = period w / (I * n * w) := by
  have hc : I * n * w ≠ 0 := by simp [hn, hw.ne']
  have hd : ∀ t : ℝ, HasDerivAt (fun s : ℝ => (s : ℂ) * phase w n s / (I * n * w)
      - phase w n s / (I * n * w) ^ 2) (phase w n t * t) t := by
    intro t
    have h1 : HasDerivAt (fun s : ℝ => (s : ℂ)) 1 t := (hasDerivAt_id (t : ℂ)).comp_ofReal
    have h2 : HasDerivAt (phase w n) (phase w n t * (I * n * w)) t := by
      have h := (h1.const_mul (I * n * w)).cexp
      exact h.congr_deriv (by simp [phase])
    refine (((h1.fun_mul h2).div_const _).fun_sub (h2.div_const _)).congr_deriv ?_
    generalize I * n * w = c at hc
    linear_combination (t * phase w n t - phase w n t * c⁻¹) * mul_inv_cancel₀ hc
  rw [intervalIntegral.integral_eq_sub_of_hasDerivAt (fun t _ => hd t)
    (Continuous.intervalIntegrable (by unfold phase; fun_prop) _ _), phase_period hw]
  simp [phase]

/-- The time-ordered integral of two sideband phases over a rotor period, when the two
indices are not both zero. -/
theorem integral_ordered_phases {w : ℝ} (hw : 0 < w) {m n : ℤ} (h : m ≠ 0 ∨ n ≠ 0) :
    ∫ t in (0 : ℝ)..period w, (phase w m t * ∫ s in (0 : ℝ)..t, phase w n s) =
      period w / (I * w) * ((if m + n = 0 then 1 / (n : ℂ) else 0)
        - (if m = 0 then 1 / (n : ℂ) else 0) + (if n = 0 then 1 / (m : ℂ) else 0)) := by
  by_cases hn : n = 0
  · subst hn
    have hm : m ≠ 0 := by simpa using h
    have h0 : ∀ t : ℝ, ∫ s in (0 : ℝ)..t, phase w 0 s = (t : ℂ) := by
      intro t
      simp [phase]
    simp_rw [h0]
    rw [integral_phase_mul_time hw hm, if_neg (by simpa using hm), if_neg hm, if_pos trivial]
    ring
  · have hc : I * n * w ≠ 0 := by simp [hn, hw.ne']
    have h1 : ∀ t : ℝ, (phase w m t * ∫ s in (0 : ℝ)..t, phase w n s) =
        (phase w (m + n) t - phase w m t) / (I * n * w) := by
      intro t
      have ha : phase w (m + n) t = phase w m t * phase w n t := by
        unfold phase
        rw [← Complex.exp_add]
        congr 1
        push_cast
        ring
      rw [ha]
      unfold phase
      rw [integral_exp_mul_complex hc, Complex.ofReal_zero, mul_zero, Complex.exp_zero]
      ring
    simp_rw [h1]
    rw [intervalIntegral.integral_div, intervalIntegral.integral_sub
      (Continuous.intervalIntegrable (by unfold phase; fun_prop) _ _)
      (Continuous.intervalIntegrable (by unfold phase; fun_prop) _ _),
      integral_phase hw, integral_phase hw, if_neg hn]
    split_ifs <;> ring

variable {A : Type*} [NormedRing A] [NormedAlgebra ℂ A]

/-- The commutator `[X, Y]`. -/
def comm (X Y : A) : A := X * Y - Y * X

/-- The spinning Hamiltonian, the sum of `H_n exp(i n w t)` over `|n| ≤ M`. -/
def hamiltonian (w : ℝ) (M : ℕ) (H : ℤ → A) (t : ℝ) : A :=
  ∑ n ∈ Finset.Icc (-(M : ℤ)) M, phase w n t • H n

/-- The second-order Magnus term of a Hamiltonian `F` over a time `T ≠ 0`. -/
def magnusSecond (T : ℝ) (F : ℝ → A) : A :=
  (-I / (2 * T)) • ∫ t in (0 : ℝ)..T, ∫ s in (0 : ℝ)..t, comm (F t) (F s)

/-- The Van Vleck term, the sum of `[H_n, H_-n]/(n w)` over `1 ≤ n ≤ M`, for `w ≠ 0`. -/
def vanVleck (w : ℝ) (M : ℕ) (H : ℤ → A) : A :=
  ∑ n ∈ Finset.Icc 1 M, (1 / ((n : ℂ) * w)) • comm (H n) (H (-n))

/-- The generator `S` of the frame change, the sum of `H_n/(n w)` over `0 < |n| ≤ M`,
for `w ≠ 0`. -/
def frameGenerator (w : ℝ) (M : ℕ) (H : ℤ → A) : A :=
  ∑ n ∈ (Finset.Icc (-(M : ℤ)) M).erase 0, (1 / ((n : ℂ) * w)) • H n

/-- A sum over sidebands `|n| ≤ M` is the central term plus the pairs `n, -n`. -/
theorem sum_sidebands {B : Type*} [AddCommGroup B] (M : ℕ) (f : ℤ → B) :
    ∑ n ∈ Finset.Icc (-(M : ℤ)) M, f n =
      f 0 + ∑ k ∈ Finset.Icc 1 M, (f k + f (-k)) := by
  induction M with
  | zero => simp
  | succ M ih =>
    have h : Finset.Icc (-((M + 1 : ℕ) : ℤ)) ((M + 1 : ℕ) : ℤ) =
        insert ((M + 1 : ℕ) : ℤ) (insert (-((M + 1 : ℕ) : ℤ)) (Finset.Icc (-(M : ℤ)) M)) := by
      ext x
      simp only [Finset.mem_insert, Finset.mem_Icc]
      omega
    rw [h, Finset.sum_insert (by simp only [Finset.mem_insert, Finset.mem_Icc]; omega),
      Finset.sum_insert (by simp only [Finset.mem_Icc]; omega), ih,
      Finset.sum_Icc_succ_top (by omega)]
    abel

/-- The time-ordered double integral of the commutator is a double sum over sidebands. -/
theorem integral_comm [CompleteSpace A] (w T : ℝ) (M : ℕ) (H : ℤ → A) :
    ∫ t in (0 : ℝ)..T, ∫ s in (0 : ℝ)..t, comm (hamiltonian w M H t) (hamiltonian w M H s) =
      ∑ m ∈ Finset.Icc (-(M : ℤ)) M, ∑ n ∈ Finset.Icc (-(M : ℤ)) M,
        (∫ t in (0 : ℝ)..T, (phase w m t * ∫ s in (0 : ℝ)..t, phase w n s)) •
          comm (H m) (H n) := by
  have hp : ∀ n, Continuous (phase w n) := fun n => by unfold phase; fun_prop
  have hq : ∀ n, Continuous fun t : ℝ => ∫ s in (0 : ℝ)..t, phase w n s := fun n =>
    intervalIntegral.continuous_primitive (fun a b => (hp n).intervalIntegrable a b) 0
  -- a double sum of scalar functions times fixed operators is integrated term by term
  have key : ∀ (b : ℝ) (g : ℤ → ℤ → ℝ → ℂ), (∀ m n, Continuous (g m n)) →
      ∫ t in (0 : ℝ)..b, ∑ m ∈ Finset.Icc (-(M : ℤ)) M, ∑ n ∈ Finset.Icc (-(M : ℤ)) M,
        g m n t • comm (H m) (H n) = ∑ m ∈ Finset.Icc (-(M : ℤ)) M,
        ∑ n ∈ Finset.Icc (-(M : ℤ)) M, (∫ t in (0 : ℝ)..b, g m n t) • comm (H m) (H n) := by
    intro b g hg
    have hs : ∀ m n, Continuous fun t => g m n t • comm (H m) (H n) :=
      fun m n => (hg m n).smul continuous_const
    rw [intervalIntegral.integral_finsetSum fun m _ =>
      (continuous_finsetSum _ fun n _ => hs m n).intervalIntegrable _ _]
    refine Finset.sum_congr rfl fun m _ => ?_
    rw [intervalIntegral.integral_finsetSum fun n _ => (hs m n).intervalIntegrable _ _]
    exact Finset.sum_congr rfl fun n _ => intervalIntegral.integral_smul_const _ _
  have h1 : ∀ t s, comm (hamiltonian w M H t) (hamiltonian w M H s) =
      ∑ m ∈ Finset.Icc (-(M : ℤ)) M, ∑ n ∈ Finset.Icc (-(M : ℤ)) M,
        (phase w m t * phase w n s) • comm (H m) (H n) := by
    intro t s
    simp only [comm, hamiltonian, smul_sub, Finset.sum_sub_distrib]
    congr 1
    · simp only [Finset.sum_mul_sum, smul_mul_smul_comm]
    · rw [Finset.sum_mul_sum, Finset.sum_comm]
      refine Finset.sum_congr rfl fun m _ => Finset.sum_congr rfl fun n _ => ?_
      rw [smul_mul_smul_comm, mul_comm (phase w n s)]
  simp_rw [h1]
  simp_rw [fun t => key t (fun m n s => phase w m t * phase w n s)
    (fun m n => continuous_const.mul (hp n)), intervalIntegral.integral_const_mul]
  exact key T _ fun m n => (hp m).mul (hq n)

/-- For `w > 0` the second-order Magnus term over a rotor period is the Van Vleck term
minus the commutator `[S, H_0]`. -/
theorem magnusSecond_eq [CompleteSpace A] {w : ℝ} (hw : 0 < w) (M : ℕ) (H : ℤ → A) :
    magnusSecond (period w) (hamiltonian w M H) =
      vanVleck w M H - comm (frameGenerator w M H) (H 0) := by
  have hwc : (w : ℂ) ≠ 0 := by exact_mod_cast hw.ne'
  have hT : (period w : ℂ) ≠ 0 := by
    have : 0 < period w := by unfold period; positivity
    exact_mod_cast this.ne'
  have hsw : ∀ X Y : A, comm X Y = -comm Y X := fun X Y => by simp [comm]
  have h0 : (0 : ℤ) ∈ Finset.Icc (-(M : ℤ)) M := by simp
  rw [magnusSecond, integral_comm]
  -- insert the phase integrals; the pair (0, 0) drops out because [H_0, H_0] = 0
  have hJ : ∀ m n : ℤ,
      (∫ t in (0 : ℝ)..period w, (phase w m t * ∫ s in (0 : ℝ)..t, phase w n s)) •
        comm (H m) (H n) = ((period w : ℂ) / (I * w)) •
        ((if m + n = 0 then (1 / (n : ℂ)) • comm (H m) (H n) else 0)
        - (if m = 0 then (1 / (n : ℂ)) • comm (H m) (H n) else 0)
        + (if n = 0 then (1 / (m : ℂ)) • comm (H m) (H n) else 0)) := by
    intro m n
    by_cases h : m ≠ 0 ∨ n ≠ 0
    · rw [integral_ordered_phases hw h]
      simp only [mul_smul, add_smul, sub_smul, ite_smul, zero_smul]
    · push Not at h
      simp [h.1, h.2, comm]
  simp_rw [hJ, ← Finset.smul_sum, Finset.sum_add_distrib, Finset.sum_sub_distrib]
  -- opposite sidebands give the Van Vleck term
  have hA : ∑ m ∈ Finset.Icc (-(M : ℤ)) M, ∑ n ∈ Finset.Icc (-(M : ℤ)) M,
      (if m + n = 0 then (1 / (n : ℂ)) • comm (H m) (H n) else 0) =
      (-2 * w : ℂ) • vanVleck w M H := by
    rw [Finset.sum_comm]
    have : ∀ n ∈ Finset.Icc (-(M : ℤ)) M, ∑ m ∈ Finset.Icc (-(M : ℤ)) M,
        (if m + n = 0 then (1 / (n : ℂ)) • comm (H m) (H n) else 0) =
        (1 / (n : ℂ)) • comm (H (-n)) (H n) := by
      intro n hn
      rw [Finset.sum_eq_single (-n) (fun m _ hm => if_neg (by omega))
        (fun h => absurd (by simp only [Finset.mem_Icc] at hn ⊢; omega) h),
        if_pos (by omega)]
    rw [Finset.sum_congr rfl this, sum_sidebands, vanVleck, Finset.smul_sum]
    simp only [Int.cast_zero, div_zero, zero_smul, zero_add]
    refine Finset.sum_congr rfl fun k _ => ?_
    have hk : (-2 * w : ℂ) * (1 / ((k : ℂ) * w)) = -2 * (1 / (k : ℂ)) := by
      rw [one_div, mul_inv]
      linear_combination (-2 * (k : ℂ)⁻¹) * mul_inv_cancel₀ hwc
    rw [smul_smul, hk, neg_neg, hsw (H (-k)) (H k)]
    push_cast
    module
  -- pairs with one static component give the frame change
  have hS : ∑ n ∈ Finset.Icc (-(M : ℤ)) M, (1 / (n : ℂ)) • comm (H n) (H 0) =
      (w : ℂ) • comm (frameGenerator w M H) (H 0) := by
    rw [frameGenerator, Finset.sum_erase _ (by simp)]
    simp only [comm, Finset.sum_mul, Finset.mul_sum, ← Finset.sum_sub_distrib,
      Finset.smul_sum]
    refine Finset.sum_congr rfl fun n _ => ?_
    have hn : (w : ℂ) * (1 / ((n : ℂ) * w)) = 1 / (n : ℂ) := by
      rw [one_div, mul_inv]
      linear_combination (n : ℂ)⁻¹ * mul_inv_cancel₀ hwc
    rw [smul_mul_assoc, mul_smul_comm, ← smul_sub, smul_smul, hn]
  have hB : ∑ m ∈ Finset.Icc (-(M : ℤ)) M, ∑ n ∈ Finset.Icc (-(M : ℤ)) M,
      (if m = 0 then (1 / (n : ℂ)) • comm (H m) (H n) else 0) =
      -((w : ℂ) • comm (frameGenerator w M H) (H 0)) := by
    rw [Finset.sum_eq_single 0 (fun m _ hm => by simp [hm]) (fun h => absurd h0 h), ← hS,
      ← Finset.sum_neg_distrib]
    refine Finset.sum_congr rfl fun n _ => ?_
    rw [if_pos rfl, hsw, smul_neg]
  have hC : ∑ m ∈ Finset.Icc (-(M : ℤ)) M, ∑ n ∈ Finset.Icc (-(M : ℤ)) M,
      (if n = 0 then (1 / (m : ℂ)) • comm (H m) (H n) else 0) =
      (w : ℂ) • comm (frameGenerator w M H) (H 0) := by
    rw [← hS]
    refine Finset.sum_congr rfl fun m _ => ?_
    rw [Finset.sum_eq_single 0 (fun n _ hn => if_neg hn) (fun h => absurd h0 h), if_pos rfl]
  have hc : -I / (2 * (period w : ℂ)) * ((period w : ℂ) / (I * w)) * w = -1 / 2 := by
    have hI := Complex.I_ne_zero
    field_simp
  rw [hA, hB, hC, smul_smul]
  generalize -I / (2 * (period w : ℂ)) * ((period w : ℂ) / (I * w)) = c at hc
  calc _ = (c * w) • ((-2 : ℂ) • vanVleck w M H
        + (2 : ℂ) • comm (frameGenerator w M H) (H 0)) := by module
    _ = _ := by rw [hc]; module

/-- For `w > 0` the second-order Magnus term is the first-order change in `ε` of
`H_0 + ε V`, with `V` the Van Vleck term, seen in the frame turned by `exp(ε S)`. -/
theorem magnusSecond_frame_change [CompleteSpace A] {w : ℝ} (hw : 0 < w) (M : ℕ)
    (H : ℤ → A) :
    HasDerivAt (fun ε : ℂ => NormedSpace.exp (ε • (-frameGenerator w M H)) *
      (H 0 + ε • vanVleck w M H) * NormedSpace.exp (ε • frameGenerator w M H))
      (magnusSecond (period w) (hamiltonian w M H)) 0 := by
  have h1 := hasDerivAt_exp_smul_const (𝕂 := ℂ) (-frameGenerator w M H) (0 : ℂ)
  have h2 := hasDerivAt_exp_smul_const (𝕂 := ℂ) (frameGenerator w M H) (0 : ℂ)
  have h3 : HasDerivAt (fun ε : ℂ => H 0 + ε • vanVleck w M H) (vanVleck w M H) 0 := by
    simpa using ((hasDerivAt_id (0 : ℂ)).smul_const (vanVleck w M H)).const_add (H 0)
  refine ((h1.fun_mul h3).fun_mul h2).congr_deriv ?_
  rw [magnusSecond_eq hw]
  simp only [zero_smul, NormedSpace.exp_zero, comm]
  noncomm_ring

/-- For the two-level Hamiltonian with static part `σ_z` and sidebands `σ_+` at `n = 1` and
`σ_-` at `n = -1`, `w > 0`, the second-order Magnus term is `(σ_z + 2 σ_x)/w`. -/
theorem magnusSecond_two_level {w : ℝ} (hw : 0 < w) :
    magnusSecond (period w) (hamiltonian w 1 fun n : ℤ =>
      if n = 0 then (!![1, 0; 0, -1] : Matrix (Fin 2) (Fin 2) ℂ)
      else if n = 1 then !![0, 1; 0, 0] else !![0, 0; 1, 0]) =
      (1 / (w : ℂ)) • !![1, 2; 2, -1] := by
  have hs : (Finset.Icc (-((1 : ℕ) : ℤ)) ((1 : ℕ) : ℤ)).erase 0 = {-1, 1} := by decide
  rw [magnusSecond_eq hw, vanVleck, frameGenerator, hs, Finset.sum_pair (by decide)]
  ext i j
  fin_cases i <;> fin_cases j <;> simp [comm] <;> ring

end

end MagicAngleSpinning
```

```lean
#print axioms MagicAngleSpinning.magnusSecond_frame_change
#print axioms MagicAngleSpinning.magnusSecond_two_level
```

```
'MagicAngleSpinning.magnusSecond_frame_change' depends on axioms: [propext, Classical.choice, Quot.sound]
'MagicAngleSpinning.magnusSecond_two_level' depends on axioms: [propext, Classical.choice, Quot.sound]
```

In the code, `H : ℤ → A` supplies the Fourier components. The docstrings call them sidebands, but they are not the sidebands of the spectrum, of which there can be infinitely many even though \(M\) is finite. The type `A` is a complete complex normed algebra, such as complex matrices of any finite size. Only \(|n|\le M\) enters; for \(M=0\) both sides vanish. No Hermiticity is assumed. For a physical Hamiltonian, \(H_n^\dagger=H_{-n}\) makes \(S\) anti-Hermitian and the frame change unitary for real \(\varepsilon\).

`magnusSecond` is the iterated integral with its prefactor, in units with \(\hbar=1\). "Second" counts powers of \(H\); NMR texts that number the plain average as zeroth order call this term first order. The hypothesis `0 < w` fixes the sense of rotation; for the opposite sense, swap \(H_n\) and \(H_{-n}\). The magic angle itself plays no part: it affects only which \(H_n\) you insert.

The step left to you is replacing the true one-period propagator by the exponential of the truncated Magnus series, which is justified when the spinning is fast compared with the interactions. Within that approximation, the identity tells you how the frames of the two recipes differ.

The proof follows the derivation. `phase_period` and `integral_phase` give the averages, and `integral_phase_mul_time` gets the first moment from an explicit antiderivative. `integral_ordered_phases` combines them into \(J_{mn}\), splitting on whether \(n=0\). `integral_comm` expands the commutator and moves the integrals inside the finite sums, which continuity permits.

In `magnusSecond_eq`, `hJ` inserts \(J_{mn}\) and disposes of the pair \((0,0)\). Then `hA` evaluates the first sum, using `sum_sidebands` to pair \(n\) with \(-n\), while `hB` and `hC` evaluate the other two through `hS`. These sums may run through zero because Lean sets \(1/0=0\).

`magnusSecond_frame_change` differentiates the triple product at \(\varepsilon=0\) and substitutes the main identity. `magnusSecond_two_level` evaluates your example entry by entry: \(V=\sigma_z/w\) and \(-[S,H_0]=2\sigma_x/w\).
